# Second derivatives of the softened Coulomb potential as a dipole tensor minus a contact term

For a fixed softening length ε > 0, the lemma `hessian_split` concerns the potential (r² + ε²)^(-1/2) at any point x of three-dimensional real space, the origin included. It states that differentiating along the j-th and then the i-th coordinate axis gives (3xᵢxⱼ − r²δᵢⱼ)(r² + ε²)^(-5/2) − δᵢⱼ ε²(r² + ε²)^(-5/2), a softened dipole tensor minus a contact term. No limit ε → 0 is taken. The attempt specialises `dipole_coupling`, the same formula for two arbitrary direction vectors, to unit vectors, using `e1` for their dot products with x and `e2` for their dot product with each other.

The failing Lean file:

```lean
import Mathlib

open Filter MeasureTheory
open scoped Real Matrix Topology

namespace BreitPauliContact

noncomputable section

/-- The softened inverse distance `(q + ε²)^(-1/2)` as a function of the squared distance `q`. -/
def soft (ε q : ℝ) : ℝ := (√(q + ε ^ 2))⁻¹

/-- The softened Coulomb potential `(r² + ε²)^(-1/2)` at the point `x` of space. -/
def softCoulomb (ε : ℝ) (x : Fin 3 → ℝ) : ℝ := soft ε (x ⬝ᵥ x)

/-- The contact density `ε² (q + ε²)^(-5/2)` at squared distance `q`. -/
def contactDensity (ε q : ℝ) : ℝ := ε ^ 2 * soft ε q ^ 5

/-- The softened dipole tensor `(3 xᵢ xⱼ - r² δᵢⱼ) (r² + ε²)^(-5/2)`. -/
def dipoleTensor (ε : ℝ) (x : Fin 3 → ℝ) (i j : Fin 3) : ℝ :=
  (3 * x i * x j - (x ⬝ᵥ x) * (if i = j then 1 else 0)) * softCoulomb ε x ^ 5

/-- The square of the softened inverse distance is the inverse of `q + ε²`. -/
theorem soft_sq {ε q : ℝ} (hε : 0 < ε) (hq : 0 ≤ q) :
    (q + ε ^ 2) * soft ε q ^ 2 = 1 := by
  have hp : 0 < q + ε ^ 2 := by positivity
  unfold soft
  rw [inv_pow, Real.sq_sqrt hp.le, mul_inv_cancel₀ hp.ne']

/-- The derivative of the softened inverse distance with respect to the squared distance
is minus half its cube. -/
theorem soft_hasDerivAt {ε q : ℝ} (hε : 0 < ε) (hq : 0 ≤ q) :
    HasDerivAt (soft ε) (-(soft ε q ^ 3) / 2) q := by
  have hp : 0 < q + ε ^ 2 := by positivity
  have hs : √(q + ε ^ 2) ≠ 0 := (Real.sqrt_pos.2 hp).ne'
  have h0 := (((hasDerivAt_id' q).add_const (ε ^ 2)).sqrt hp.ne').inv hs
  have h : HasDerivAt (soft ε) _ q := h0
  refine h.congr_deriv ?_
  show -(1 / (2 * √(q + ε ^ 2))) / √(q + ε ^ 2) ^ 2 = -((√(q + ε ^ 2))⁻¹ ^ 3) / 2
  field_simp

/-- The derivative of the softened Coulomb potential `f` along a vector `a` is `-(a·x) f³`. -/
theorem softCoulomb_gradient {ε : ℝ} (hε : 0 < ε) (x a : Fin 3 → ℝ) :
    HasLineDerivAt ℝ (softCoulomb ε) (-((a ⬝ᵥ x) * softCoulomb ε x ^ 3)) x a := by
  have hx : 0 ≤ x ⬝ᵥ x := Finset.sum_nonneg fun i _ => mul_self_nonneg (x i)
  -- the squared distance along the line is a quadratic polynomial
  have hfun : (fun t : ℝ => (x + t • a) ⬝ᵥ (x + t • a)) =
      fun t : ℝ => x ⬝ᵥ x + t * (2 * (a ⬝ᵥ x)) + t ^ 2 * (a ⬝ᵥ a) := by
    funext t
    simp only [dotProduct, Fin.sum_univ_three, Pi.add_apply, Pi.smul_apply, smul_eq_mul]
    ring
  have hq : HasDerivAt (fun t : ℝ => (x + t • a) ⬝ᵥ (x + t • a)) (2 * (a ⬝ᵥ x)) 0 := by
    rw [hfun]
    have h := (((hasDerivAt_id' (0 : ℝ)).mul_const (2 * (a ⬝ᵥ x))).const_add
      (x ⬝ᵥ x)).fun_add ((hasDerivAt_pow 2 (0 : ℝ)).mul_const (a ⬝ᵥ a))
    exact h.congr_deriv (by simp)
  have h0 := HasDerivAt.comp_of_eq (0 : ℝ) (soft_hasDerivAt hε hx) hq (by simp)
  have h : HasDerivAt (fun t : ℝ => softCoulomb ε (x + t • a)) _ 0 := h0
  refine h.congr_deriv ?_
  unfold softCoulomb
  ring

/-- Differentiating the softened Coulomb potential along `b` and then along `a` gives the
dipole coupling of the two vectors minus `a·b` times the contact density. -/
theorem dipole_coupling {ε : ℝ} (hε : 0 < ε) (x a b : Fin 3 → ℝ) :
    HasLineDerivAt ℝ (fun y => lineDeriv ℝ (softCoulomb ε) y b)
      ((3 * (a ⬝ᵥ x) * (b ⬝ᵥ x) - (x ⬝ᵥ x) * (a ⬝ᵥ b)) * softCoulomb ε x ^ 5
        - (a ⬝ᵥ b) * contactDensity ε (x ⬝ᵥ x)) x a := by
  have hx : 0 ≤ x ⬝ᵥ x := Finset.sum_nonneg fun i _ => mul_self_nonneg (x i)
  have hg : (fun y => lineDeriv ℝ (softCoulomb ε) y b) =
      fun y => -((b ⬝ᵥ y) * softCoulomb ε y ^ 3) :=
    funext fun y => (softCoulomb_gradient hε y b).lineDeriv
  have h1 : HasDerivAt (fun t : ℝ => b ⬝ᵥ (x + t • a)) (b ⬝ᵥ a) 0 := by
    have hfun : (fun t : ℝ => b ⬝ᵥ (x + t • a)) = fun t : ℝ => b ⬝ᵥ x + t * (b ⬝ᵥ a) := by
      funext t
      rw [dotProduct_add, dotProduct_smul, smul_eq_mul]
    rw [hfun]
    exact (((hasDerivAt_id' (0 : ℝ)).mul_const (b ⬝ᵥ a)).const_add (b ⬝ᵥ x)).congr_deriv
      (by simp)
  have h2 : HasDerivAt (fun t : ℝ => softCoulomb ε (x + t • a))
      (-((a ⬝ᵥ x) * softCoulomb ε x ^ 3)) 0 := softCoulomb_gradient hε x a
  have h3 : HasDerivAt (fun t : ℝ => softCoulomb ε (x + t • a) ^ 3)
      (3 * softCoulomb ε x ^ 2 * (-((a ⬝ᵥ x) * softCoulomb ε x ^ 3))) 0 :=
    (h2.fun_pow 3).congr_deriv (by norm_num)
  rw [hg]
  unfold HasLineDerivAt
  refine HasDerivAt.congr_deriv (h1.fun_mul h3).fun_neg ?_
  -- trade f³ for (r² + ε²) f⁵
  have hs : (x ⬝ᵥ x + ε ^ 2) * softCoulomb ε x ^ 2 = 1 := soft_sq hε hx
  have hc : contactDensity ε (x ⬝ᵥ x) = ε ^ 2 * softCoulomb ε x ^ 5 := rfl
  rw [hc, dotProduct_comm b a]
  simp only [zero_smul, add_zero]
  linear_combination (a ⬝ᵥ b) * softCoulomb ε x ^ 3 * hs

/-- The Cartesian second derivatives of the softened Coulomb potential are the dipole tensor
minus `δᵢⱼ` times the contact density. -/
theorem hessian_split {ε : ℝ} (hε : 0 < ε) (x : Fin 3 → ℝ) (i j : Fin 3) :
    HasLineDerivAt ℝ (fun y => lineDeriv ℝ (softCoulomb ε) y (Pi.single j 1))
      (dipoleTensor ε x i j - (if i = j then 1 else 0) * contactDensity ε (x ⬝ᵥ x))
      x (Pi.single i 1) := by
  have e1 : ∀ k : Fin 3, (Pi.single k (1 : ℝ) : Fin 3 → ℝ) ⬝ᵥ x = x k := by
    intro k
    simp
  have e2 : (Pi.single i (1 : ℝ) : Fin 3 → ℝ) ⬝ᵥ Pi.single j (1 : ℝ) =
      if i = j then 1 else 0 := by
    simp [Pi.single_apply]
  have h := dipole_coupling hε x (Pi.single i 1) (Pi.single j 1)
  simp only [e1, e2] at h
  exact h

end

end BreitPauliContact
```

Compiling this gives:

```
Main.lean:105:32: error: unsolved goals
ε : ℝ
hε : 0 < ε
x : Fin 3 → ℝ
i j : Fin 3
e1 : ∀ (k : Fin 3), Pi.single k 1 ⬝ᵥ x = x k
⊢ (if j = i then 1 else 0) = if i = j then 1 else 0
```

This version goes through:

```diff
@@ -104,5 +104,8 @@
   have e2 : (Pi.single i (1 : ℝ) : Fin 3 → ℝ) ⬝ᵥ Pi.single j (1 : ℝ) =
       if i = j then 1 else 0 := by
-    simp [Pi.single_apply]
+    by_cases hij : i = j
+    · subst hij
+      simp
+    · simp [hij, Ne.symm hij]
   have h := dipole_coupling hε x (Pi.single i 1) (Pi.single j 1)
   simp only [e1, e2] at h
```

Diagnosis. The error is in `e2`, which says that the dot product of the i-th and j-th unit vectors is `if i = j then 1 else 0`. The call `simp [Pi.single_apply]` does evaluate the dot product, but arrives at `if j = i then 1 else 0`, which is what `Pi.single_apply` gives for the i-th unit vector evaluated at `j`. The two sides are equal in value, but their conditions are written in opposite order. `simp` did not turn one equality round to match the other, so the goal was left open.

The repair splits on whether `i = j`. If so, `subst hij` makes the indices identical and `simp` finds 1 on both sides. If not, `simp` is given both `hij` and `Ne.symm hij`, so it has the inequality in either order and reduces both sides to 0.
